# For Positive Bare Splitting, Temperature and Interaction, the Self-Consistent Spin-Orbit Splitting x = λ + U tanh(x/4T) Has One Positive Value

Reporting the positive converged splitting of a two-level mean-field calculation as the value for a given interaction strength relies on there being only one such value. Take two spin-orbit levels placed symmetrically about the chemical potential, whose splitting is the bare one plus the interaction times the Fermi occupation of the lower level minus that of the upper one. If the bare splitting, the temperature and the interaction are positive, there is exactly one positive self-consistent splitting, and it grows with the interaction.

```lean
import Mathlib

open Set

namespace SpinOrbitEnhancement

noncomputable section

/-- Fermi occupation of a level of energy `e` at temperature `T ≠ 0` (in energy units) and zero
chemical potential. -/
def fermi (T e : ℝ) : ℝ := 1 / (Real.exp (e / T) + 1)

/-- Occupation of the level at `-x/2` minus that of the level at `x/2`, for `T ≠ 0`. -/
def occDiff (T x : ℝ) : ℝ := fermi T (-(x / 2)) - fermi T (x / 2)

/-- The splitting `x` equals the bare spin-orbit splitting `lam` plus `U` times the occupation
difference that `x` itself produces at temperature `T ≠ 0`. -/
def SelfConsistent (lam U T x : ℝ) : Prop := x = lam + U * occDiff T x

/-- The occupation difference of two levels split by `x` is `tanh (x / (4 T))`. -/
theorem occDiff_eq_tanh (T x : ℝ) : occDiff T x = Real.tanh (x / (4 * T)) := by
  have h1 : Real.exp (x / 2 / T) = Real.exp (x / (4 * T)) ^ 2 := by
    rw [pow_two, ← Real.exp_add]
    congr 1
    ring
  have h2 : Real.exp (-(x / 2) / T) = Real.exp (-(x / (4 * T))) ^ 2 := by
    rw [pow_two, ← Real.exp_add]
    congr 1
    ring
  have hab : Real.exp (x / (4 * T)) * Real.exp (-(x / (4 * T))) = 1 := by
    rw [← Real.exp_add, add_neg_cancel, Real.exp_zero]
  have ha := Real.exp_pos (x / (4 * T))
  have hb := Real.exp_pos (-(x / (4 * T)))
  unfold occDiff fermi
  rw [Real.tanh_eq_sinh_div_cosh, Real.sinh_eq, Real.cosh_eq, h1, h2]
  generalize Real.exp (x / (4 * T)) = a at *
  generalize Real.exp (-(x / (4 * T))) = b at *
  have hA : a ^ 2 + 1 ≠ 0 := by positivity
  have hB : b ^ 2 + 1 ≠ 0 := by positivity
  have hC : (a + b) / 2 ≠ 0 := by positivity
  rw [div_sub_div _ _ hB hA, div_eq_div_iff (mul_ne_zero hB hA) hC]
  linear_combination (-(a - b) / 2 * (a * b - 1)) * hab

/-- For positive temperature and splitting the occupation difference lies strictly between
0 and 1. -/
theorem occDiff_bounds {T x : ℝ} (hT : 0 < T) (hx : 0 < x) :
    0 < occDiff T x ∧ occDiff T x < 1 := by
  have hu : 0 < x / (4 * T) := by positivity
  rw [occDiff_eq_tanh, Real.tanh_eq_sinh_div_cosh]
  refine ⟨div_pos (Real.sinh_pos_iff.2 hu) (Real.cosh_pos _), ?_⟩
  rw [div_lt_one (Real.cosh_pos _)]
  exact Real.sinh_lt_cosh _

/-- The occupation difference depends continuously on the splitting. -/
theorem continuous_occDiff (T : ℝ) : Continuous (occDiff T) := by
  have h : occDiff T = fun x => Real.sinh (x / (4 * T)) / Real.cosh (x / (4 * T)) := by
    funext x
    rw [occDiff_eq_tanh, Real.tanh_eq_sinh_div_cosh]
  rw [h]
  exact (Real.continuous_sinh.comp (continuous_id.div_const _)).div
    (Real.continuous_cosh.comp (continuous_id.div_const _)) (fun x => (Real.cosh_pos _).ne')

/-- The ratio `sinh a / a` does not decrease with `a > 0`, written without division. -/
theorem sinh_chord {a b : ℝ} (ha : 0 < a) (hab : a < b) :
    b * Real.sinh a ≤ a * Real.sinh b := by
  have hb : 0 < b := ha.trans hab
  have hconv : StrictConvexOn ℝ (Ici (0 : ℝ)) Real.sinh := by
    apply StrictMonoOn.strictConvexOn_of_deriv (convex_Ici 0) Real.continuous_sinh.continuousOn
    rw [Real.deriv_sinh, interior_Ici]
    exact Real.cosh_strictMonoOn.mono Ioi_subset_Ici_self
  have hlt : a / b < 1 := (div_lt_one hb).2 hab
  -- the point `a` divides the segment from `0` to `b`
  have h := hconv.2 (mem_Ici.2 (le_refl (0 : ℝ))) (mem_Ici.2 hb.le) hb.ne
    (show 0 < 1 - a / b by linarith) (show 0 < a / b by positivity) (by ring)
  simp only [smul_eq_mul, mul_zero, zero_add, Real.sinh_zero, div_mul_cancel₀ a hb.ne'] at h
  calc b * Real.sinh a ≤ b * (a / b * Real.sinh b) := mul_le_mul_of_nonneg_left h.le hb.le
    _ = a * Real.sinh b := by field_simp

/-- For positive temperature and splittings, the occupation difference per unit splitting does not
grow with the splitting. -/
theorem occDiff_chord {T x y : ℝ} (hT : 0 < T) (hx : 0 < x) (hxy : x < y) :
    x * occDiff T y ≤ y * occDiff T x := by
  have hT4 : 0 < 4 * T := by positivity
  have hu : 0 < x / (4 * T) := by positivity
  have huv : x / (4 * T) < y / (4 * T) := div_lt_div_of_pos_right hxy hT4
  have ex : x = 4 * T * (x / (4 * T)) := by field_simp
  have ey : y = 4 * T * (y / (4 * T)) := by field_simp
  rw [occDiff_eq_tanh, occDiff_eq_tanh]
  generalize x / (4 * T) = u at *
  generalize y / (4 * T) = v at *
  have key := sinh_chord (a := v - u) (b := v + u) (by linarith) (by linarith)
  rw [Real.sinh_sub, Real.sinh_add] at key
  have h : u * Real.tanh v ≤ v * Real.tanh u := by
    rw [Real.tanh_eq_sinh_div_cosh, Real.tanh_eq_sinh_div_cosh, ← mul_div_assoc,
      ← mul_div_assoc, div_le_div_iff₀ (Real.cosh_pos _) (Real.cosh_pos _)]
    nlinarith [key]
  rw [ex, ey, mul_assoc, mul_assoc (4 * T) v]
  exact mul_le_mul_of_nonneg_left h hT4.le

/-- For positive bare splitting, temperature and interaction, a larger interaction never gives a
smaller positive self-consistent splitting. -/
theorem splitting_mono {lam T U V x y : ℝ} (hlam : 0 < lam) (hT : 0 < T) (hU : 0 < U)
    (hUV : U ≤ V) (hx : 0 < x) (hy : 0 < y) (sx : SelfConsistent lam U T x)
    (sy : SelfConsistent lam V T y) : x ≤ y := by
  by_contra hcon
  have hyx : y < x := not_le.1 hcon
  unfold SelfConsistent at sx sy
  have h1 := mul_le_mul_of_nonneg_left (occDiff_chord hT hy hyx) hU.le
  have h2 := mul_le_mul_of_nonneg_right hUV (mul_pos hx (occDiff_bounds hT hy).1).le
  have e1 : U * (y * occDiff T x) = y * (x - lam) := by linear_combination (-y) * sx
  have e2 : V * (x * occDiff T y) = x * (y - lam) := by linear_combination (-x) * sy
  have h3 : 0 < lam * (x - y) := mul_pos hlam (by linarith)
  linarith [mul_comm x y, mul_sub y x lam, mul_sub x y lam, mul_sub lam x y,
    mul_comm lam x, mul_comm lam y]

/-- For `lam, T > 0` the positive self-consistent splitting is a single-valued, strictly increasing
function of `U > 0`, and it lies strictly between `lam` and `lam + U`. -/
theorem enhanced_splitting {lam T : ℝ} (hlam : 0 < lam) (hT : 0 < T) :
    ∃ X : ℝ → ℝ, StrictMonoOn X (Ioi 0) ∧ ∀ U, 0 < U →
      lam < X U ∧ X U < lam + U ∧ ∀ x, 0 < x → (SelfConsistent lam U T x ↔ x = X U) := by
  have hex : ∀ U : ℝ, 0 < U → ∃ x, 0 < x ∧ SelfConsistent lam U T x := by
    intro U hU
    have hc : Continuous fun x => x - (lam + U * occDiff T x) :=
      continuous_id.sub (continuous_const.add (continuous_const.mul (continuous_occDiff T)))
    have hl := mul_pos hU (occDiff_bounds hT hlam).1
    have hr := mul_lt_mul_of_pos_left (occDiff_bounds hT (add_pos hlam hU)).2 hU
    obtain ⟨x, hx, h0⟩ := intermediate_value_Icc (show lam ≤ lam + U by linarith)
      hc.continuousOn (show (0 : ℝ) ∈ Icc _ _ from ⟨by linarith, by linarith⟩)
    exact ⟨x, hlam.trans_le hx.1, sub_eq_zero.1 h0⟩
  choose! X hpos hX using hex
  refine ⟨X, ?_, ?_⟩
  · intro U hU V hV hUV
    have hU' : 0 < U := hU
    have hV' : 0 < V := hV
    refine lt_of_le_of_ne (splitting_mono hlam hT hU' hUV.le (hpos U hU') (hpos V hV')
      (hX U hU') (hX V hV')) ?_
    -- equal splittings would force equal interactions
    intro heq
    have h1 : X U = lam + U * occDiff T (X U) := hX U hU'
    have h2 : X V = lam + V * occDiff T (X V) := hX V hV'
    rw [← heq] at h2
    have h3 := mul_lt_mul_of_pos_right hUV (occDiff_bounds hT (hpos U hU')).1
    linarith
  · intro U hU
    have h1 : X U = lam + U * occDiff T (X U) := hX U hU
    have hb := occDiff_bounds hT (hpos U hU)
    have h2 := mul_pos hU hb.1
    have h3 := mul_lt_mul_of_pos_left hb.2 hU
    refine ⟨by linarith, by linarith, fun x hx => ⟨fun sx => ?_, fun h => h ▸ hX U hU⟩⟩
    exact le_antisymm (splitting_mono hlam hT hU le_rfl hx (hpos U hU) sx (hX U hU))
      (splitting_mono hlam hT hU le_rfl (hpos U hU) hx (hX U hU) sx)

/-- If `lam, T > 0` and `lam + 4 T ≤ U tanh 1`, the self-consistency equation has a negative
solution, at or below `-4 T`. -/
theorem exists_inverted_splitting {lam T U : ℝ} (hlam : 0 < lam) (hT : 0 < T)
    (h : lam + 4 * T ≤ U * Real.tanh 1) : ∃ x, x ≤ -(4 * T) ∧ SelfConsistent lam U T x := by
  have e1 : occDiff T (4 * T) = Real.tanh 1 := by
    rw [occDiff_eq_tanh, div_self (by positivity)]
  have hodd : ∀ y, occDiff T (-y) = -occDiff T y := by
    intro y
    rw [occDiff_eq_tanh, occDiff_eq_tanh, neg_div, Real.tanh_neg]
  have hb := occDiff_bounds hT (show 0 < 4 * T by positivity)
  rw [e1] at hb
  have hU : 0 < U := pos_of_mul_pos_left (by linarith) hb.1.le
  have hU1 := mul_lt_mul_of_pos_left hb.2 hU
  have hU2 := mul_lt_mul_of_pos_left (occDiff_bounds hT hU).2 hU
  have hc : Continuous fun x => x - (lam + U * occDiff T x) :=
    continuous_id.sub (continuous_const.add (continuous_const.mul (continuous_occDiff T)))
  have hl : -U - (lam + U * occDiff T (-U)) ≤ 0 := by
    rw [hodd, mul_neg]
    linarith
  have hr : 0 ≤ -(4 * T) - (lam + U * occDiff T (-(4 * T))) := by
    rw [hodd, e1, mul_neg]
    linarith
  obtain ⟨x, hx, h0⟩ := intermediate_value_Icc (show -U ≤ -(4 * T) by linarith)
    hc.continuousOn (show (0 : ℝ) ∈ Icc _ _ from ⟨hl, hr⟩)
  exact ⟨x, hx.2, sub_eq_zero.1 h0⟩

end

end SpinOrbitEnhancement
```

```lean
#print axioms SpinOrbitEnhancement.splitting_mono
#print axioms SpinOrbitEnhancement.enhanced_splitting
#print axioms SpinOrbitEnhancement.exists_inverted_splitting
```

```
'SpinOrbitEnhancement.splitting_mono' depends on axioms: [propext, Classical.choice, Quot.sound]
'SpinOrbitEnhancement.enhanced_splitting' depends on axioms: [propext, Classical.choice, Quot.sound]
'SpinOrbitEnhancement.exists_inverted_splitting' depends on axioms: [propext, Classical.choice, Quot.sound]
```

## One solution for each interaction strength

Let $\lambda$ (`lam`) be the bare spin-orbit splitting, $T$ the temperature in energy units, $U$ the effective interaction and $x$ the actual splitting. Write $d(x)$ for `occDiff T x`, the occupation of the level at $-x/2$ minus that of the level at $x/2$. The self-consistency equation is

$$x=\lambda+U\,d(x),\qquad d(x)=\tanh\frac{x}{4T}.$$

The theorem `enhanced_splitting` takes $\lambda,T>0$ and provides a function $X$ of the interaction. `StrictMonoOn X (Ioi 0)` says that $X$ increases strictly on $U>0$. For each such $U$, the theorem gives $\lambda<X(U)<\lambda+U$, and a positive $x$ solves the equation if and only if $x=X(U)$. Since $X(U)$ is itself positive, this equivalence contains both existence and uniqueness.

The restriction to positive $x$ matters. By `exists_inverted_splitting`, if $\lambda+4T\le U\tanh 1$, the same equation also has a solution $x\le-4T$, in which the two levels have changed order.

## The mean-field model behind the equation

`fermi` is the Fermi function at zero chemical potential. With levels at $\pm x/2$, the chemical potential sits midway between them and the two occupations add up to one.

The feedback in `SelfConsistent` is postulated, not derived from a Hamiltonian. It stands for an on-site correction that lowers the fuller level and raises the emptier one. For example, a potential $U(\tfrac12-n_i)$ on level $i$ with occupation $n_i$ adds exactly $U$ times the occupation difference to the splitting. The definition uses the Fermi occupations, so the hyperbolic tangent is a proved consequence.

In a Hubbard-corrected calculation with spin-orbit coupling, this single-site, two-level model shows how the interaction can enlarge a splitting, and why the level order of a converged solution deserves a check. Bands, hybridisation, further orbitals and zero temperature are absent from it, and the theorems do not address the stability of the solutions or the convergence of an iteration.

## From Fermi functions to the hyperbolic tangent

For $T>0$, put $a=e^{x/(4T)}$ and $b=e^{-x/(4T)}$, so that $ab=1$. Then

$$d(x)=\frac1{b^2+1}-\frac1{a^2+1}=\frac{a^2-b^2}{(a^2+1)(b^2+1)}.$$

The denominator is $a^2b^2+a^2+b^2+1=a^2+b^2+2ab=(a+b)^2$, which leaves $d(x)=(a-b)/(a+b)=\tanh(x/(4T))$. In `occDiff_eq_tanh`, `generalize` replaces the exponentials by $a$ and $b$, and `linear_combination` finishes the algebra from $ab=1$. The lemma does not exclude $T=0$, but there Lean's convention for division by zero makes both sides zero, which says nothing about the physical zero-temperature occupations.

For $x>0$ we have $0<\sinh<\cosh$ at $x/(4T)$, hence $0<d(x)<1$. This is `occDiff_bounds`.

## Occupation difference per unit splitting

The proof of uniqueness uses a bound on how fast $d$ can grow. The derivative of $\sinh$ is $\cosh$, which increases strictly on the half-line, so $\sinh$ is strictly convex there. For $0<p<q$, the point $p$ divides the segment from $0$ to $q$, and therefore $\sinh p<(p/q)\sinh q$. The lemma `sinh_chord` records this as $q\sinh p\le p\sinh q$.

Now take $0<u<v$, with $p=v-u$ and $q=v+u$:

$$(v+u)\sinh(v-u)\le(v-u)\sinh(v+u).$$

Expanding with the addition formulas and cancelling equal terms gives

$$u\sinh v\cosh u\le v\sinh u\cosh v.$$

Division by $\cosh u\cosh v$ yields $u\tanh v\le v\tanh u$. Setting $u=x/(4T)$ and $v=y/(4T)$ and multiplying by $4T$, we get `occDiff_chord`:

$$x\,d(y)\le y\,d(x)\qquad(0<x<y).$$

## Comparing two interaction strengths

Let $0<U\le V$, and let $x,y>0$ solve the equation for $U$ and $V$ respectively. Suppose $y<x$. The chord inequality, with the roles of $x$ and $y$ exchanged, gives $y\,d(x)\le x\,d(y)$, so

$$U\,y\,d(x)\le U\,x\,d(y)\le V\,x\,d(y).$$

Inserting $U\,d(x)=x-\lambda$ and $V\,d(y)=y-\lambda$ turns this into $y(x-\lambda)\le x(y-\lambda)$, that is, $\lambda x\le\lambda y$. This contradicts $\lambda>0$ and $y<x$, so $x\le y$. The lemma `splitting_mono` follows these lines, with `e1` and `e2` making the two substitutions.

Taking $U=V$ and applying the result in both directions gives uniqueness. If $U<V$ and the two solutions coincided, then $U\,d(x)=V\,d(x)$ with $d(x)>0$, which is impossible. The growth is therefore strict.

## Existence on both sides of zero

Let $g(x)=x-\lambda-U\,d(x)$, which is continuous by `continuous_occDiff`. At the ends of $[\lambda,\lambda+U]$,

$$g(\lambda)=-U\,d(\lambda)<0,\qquad g(\lambda+U)=U\bigl(1-d(\lambda+U)\bigr)>0,$$

so the intermediate value theorem gives a zero. In `enhanced_splitting`, `choose!` collects these solutions into the function $X$. The strict bounds follow from $X(U)-\lambda=U\,d(X(U))$, whose right side lies strictly between $0$ and $U$.

For the inverted solution, the condition $\lambda+4T\le U\tanh 1$ first gives $4T<U$, because $\lambda>0$ and $0<\tanh 1<1$. Since $d$ is odd,

$$g(-U)=-U-\lambda+U\,d(U)<0,\qquad g(-4T)=-4T-\lambda+U\tanh 1\ge0.$$

The intermediate value theorem on $[-U,-4T]$ then supplies the negative solution.
